# The m-th power of a Seitz operator (R, t) is (R^m, Σ_{j<m} R^j t)

A Seitz operator (R, t) describes the map x ↦ Rx + t, the form in which the symmetry operations of a crystal are written. The theorem says that its m-th power has matrix part R^m and translation part t + Rt + … + R^(m−1)t, which is an empty sum, hence zero, when m = 0. Here R is any square matrix of finite size over a commutative ring, so it need be neither orthogonal nor invertible, and m is a natural number. The proof is by induction on m, comparing matrix parts and translation parts separately.

The first attempt, which Lean rejects:

```lean
import Mathlib

open Matrix

namespace SeitzPowers

/-- A Seitz operator `(R, t)`: a matrix part `R` and a translation part `t`. -/
@[ext] structure Seitz (n K : Type*) where
  /-- The matrix part. -/
  rot : Matrix n n K
  /-- The translation part. -/
  trans : n → K

variable {n K : Type*} [Fintype n] [DecidableEq n] [CommRing K]

/-- The product `(R, t)(S, u) = (R S, R u + t)`. -/
instance : Mul (Seitz n K) :=
  ⟨fun g h => ⟨g.rot * h.rot, g.rot *ᵥ h.trans + g.trans⟩⟩

/-- The identity operator `(1, 0)`. -/
instance : One (Seitz n K) := ⟨⟨1, 0⟩⟩

/-- Seitz operators form a monoid under the product. -/
instance : Monoid (Seitz n K) where
  mul_assoc a b c := by
    apply Seitz.ext
    · exact Matrix.mul_assoc a.rot b.rot c.rot
    · change (a.rot * b.rot) *ᵥ c.trans + (a.rot *ᵥ b.trans + a.trans)
        = a.rot *ᵥ (b.rot *ᵥ c.trans + b.trans) + a.trans
      rw [Matrix.mulVec_add, Matrix.mulVec_mulVec, add_assoc]
  one_mul a := by
    apply Seitz.ext
    · exact Matrix.one_mul a.rot
    · change (1 : Matrix n n K) *ᵥ a.trans + 0 = a.trans
      rw [Matrix.one_mulVec, add_zero]
  mul_one a := by
    apply Seitz.ext
    · exact Matrix.mul_one a.rot
    · change a.rot *ᵥ (0 : n → K) + a.trans = a.trans
      rw [Matrix.mulVec_zero, zero_add]

/-- The `m`-th power of `(R, t)` is `(R ^ m, ∑_{j < m} R ^ j t)`. -/
theorem seitz_pow (R : Matrix n n K) (t : n → K) (m : ℕ) :
    (⟨R, t⟩ : Seitz n K) ^ m = ⟨R ^ m, ∑ j ∈ Finset.range m, R ^ j *ᵥ t⟩ := by
  induction m with
  | zero =>
    rw [pow_zero]
    apply Seitz.ext
    · exact (pow_zero R).symm
    · exact Finset.sum_range_zero _ |>.symm
  | succ m ih =>
    -- one further factor on the right adds the term `R ^ m t`
    rw [pow_succ, ih]
    apply Seitz.ext
    · exact (pow_succ R m).symm
    · change R ^ m *ᵥ t + ∑ j ∈ Finset.range m, R ^ j *ᵥ t
        = ∑ j ∈ Finset.range (m + 1), R ^ j *ᵥ t
      rw [Finset.sum_range_succ, add_comm]

end SeitzPowers
```

Lean reports:

```
Main.lean:50:12: error: don't know how to synthesize implicit argument `a`
  @Eq.symm (n → K) (∑ k ∈ Finset.range 0, ?m.55 k) 0 (Finset.sum_range_zero ?m.55)
context:
n : Type u_1
K : Type u_2
inst✝² : Fintype n
inst✝¹ : DecidableEq n
inst✝ : CommRing K
R : Matrix n n K
t : n → K
⊢ n → K
Main.lean:50:34: error: don't know how to synthesize placeholder for argument `f`
context:
n : Type u_1
K : Type u_2
inst✝² : Fintype n
inst✝¹ : DecidableEq n
inst✝ : CommRing K
R : Matrix n n K
t : n → K
⊢ ℕ → n → K
```

Cause. Both messages concern one hole, in the translation part of the case m = 0. `Finset.sum_range_zero _` says that the sum of a function `f` over `Finset.range 0` is zero, and the `_` leaves Lean to find `f`. The second message says that `f` was never found; the first reports the same gap in the implicit argument `a` of `Eq.symm`, which is the sum containing `f`.

The goal did not fix `f`. There the sum sits inside the translation part of a Seitz operator, and an empty sum reduces to zero whatever its summand, so the two sides can be matched without choosing `f`.

In the repair, `change` restates the goal as `0 = ∑ j ∈ Finset.range 0, R ^ j *ᵥ t`, with the sum in plain view. `rw [Finset.sum_range_zero]` then matches its left-hand side against that sum, which fixes `f` as the function taking `j` to `R ^ j *ᵥ t`. The goal becomes `0 = 0`, which `rw` closes by itself.

Fix (accepted with no message):

```diff
@@ -48,5 +48,6 @@
     apply Seitz.ext
     · exact (pow_zero R).symm
-    · exact Finset.sum_range_zero _ |>.symm
+    · change (0 : n → K) = ∑ j ∈ Finset.range 0, R ^ j *ᵥ t
+      rw [Finset.sum_range_zero]
   | succ m ih =>
     -- one further factor on the right adds the term `R ^ m t`
```
